# Closed form of the AR(1) correlation sum for a finite run

For real $\varphi\neq1$ and $N\ge1$,

$$g_N:=\frac1N\sum_{i,j=0}^{N-1}\varphi^{|i-j|}=\frac{1+\varphi}{1-\varphi}-\frac{2\varphi(1-\varphi^N)}{N(1-\varphi)^2},$$

and for $-1\le\varphi<1$ this tends to the statistical inefficiency $(1+\varphi)/(1-\varphi)$ as $N\to\infty$. If the samples form a stationary first-order autoregressive, or AR(1), trajectory with variance $\sigma^2$, their time average has variance $\sigma^2g_N/N$. In molecular dynamics, $g_N$ is thus the factor by which correlation changes the squared error bar of an observable, provided that its memory is described by the single parameter $\varphi$.

## A trajectory with one memory parameter

```lean
import Mathlib

open Filter Topology

namespace AR1StatisticalError

noncomputable section
```

In Lean, `pairSum` is the double sum $P_N=Ng_N$, and `inefficiency` is $g_N$. The time distance $|i-j|$ is taken between integers, because subtraction of natural numbers would stop at zero. Diagonal terms equal 1, also for $\varphi=0$.

```lean
/-- The sum of the correlations `φ ^ |i - j|` over all pairs of `N` successive samples. -/
def pairSum (φ : ℝ) (N : ℕ) : ℝ :=
  ∑ i ∈ Finset.range N, ∑ j ∈ Finset.range N, φ ^ ((i : ℤ) - (j : ℤ)).natAbs

/-- The AR(1) correlation sum per sample, for a run of `N` samples. -/
def inefficiency (φ : ℝ) (N : ℕ) : ℝ := pairSum φ N / N
```

A fluctuation $x_n$ of the observable about its exact mean is a vector in a real inner product space `E`. The inner product is the covariance, and the squared norm is the variance. This is an interpretation: no probability space appears. The structure `IsAR1` collects three assumptions on the first $N$ samples:

- `step`: $x_{n+1}=\varphi x_n+\xi_n$. A fraction $\varphi$ of the fluctuation survives one sampling interval, and the noise $\xi_n$ stands for everything else that acts on it. For exponential decay with correlation time $\tau$ and sampling interval $\Delta t$, $\varphi=e^{-\Delta t/\tau}$.
- `uncorrelated`: $\langle x_i,\xi_n\rangle=0$ for $i\le n$. The noise carries no memory of the past.
- `variance`: $\langle x_n,x_n\rangle=\sigma^2$. The run is equilibrated from its first sample.

```lean
/-- A stationary AR(1) trajectory of `N` samples with variance `σ ^ 2`. Fluctuations are vectors,
their inner product is the covariance, and the noise `ξ n` is uncorrelated with the samples
up to time `n`. -/
structure IsAR1 {E : Type*} [NormedAddCommGroup E] [InnerProductSpace ℝ E]
    (φ σ : ℝ) (N : ℕ) (x ξ : ℕ → E) : Prop where
  step : ∀ n, n + 1 < N → x (n + 1) = φ • x n + ξ n
  uncorrelated : ∀ i n, i ≤ n → n + 1 < N → inner ℝ (x i) (ξ n) = 0
  variance : ∀ n, n < N → inner ℝ (x n) (x n) = σ ^ 2
```

## What holds for every φ

Two steps need no condition on $\varphi$. The correlations of a new sample $N$ with all earlier ones add up to $S_N=\varphi+\varphi^2+\dots+\varphi^N$, so

$$(1-\varphi)S_N=\varphi(1-\varphi^N).$$

The Lean proof is an induction: one more time step multiplies every earlier term by $\varphi$ and adds a new term $\varphi$, hence $S_{N+1}=\varphi S_N+\varphi$.

```lean
/-- The correlations of sample `N` with all earlier samples form a geometric sum. -/
theorem new_sample_sum (φ : ℝ) (N : ℕ) :
    (1 - φ) * ∑ i ∈ Finset.range N, φ ^ ((N : ℤ) - (i : ℤ)).natAbs = φ * (1 - φ ^ N) := by
  induction N with
  | zero => simp
  | succ N ih =>
    -- every earlier sample recedes by one time step
    have h : ∀ i ∈ Finset.range N, φ ^ (((N + 1 : ℕ) : ℤ) - (i : ℤ)).natAbs
        = φ * φ ^ ((N : ℤ) - (i : ℤ)).natAbs := by
      intro i hi
      have hi' := Finset.mem_range.mp hi
      have e : (((N + 1 : ℕ) : ℤ) - (i : ℤ)).natAbs = ((N : ℤ) - (i : ℤ)).natAbs + 1 := by
        omega
      rw [e, pow_succ, mul_comm]
    have h1 : (((N + 1 : ℕ) : ℤ) - (N : ℤ)).natAbs = 1 := by omega
    rw [Finset.sum_range_succ, Finset.sum_congr rfl h, ← Finset.mul_sum, h1]
    linear_combination φ * ih
```

The new sample adds a row, a column and a diagonal entry to the table of correlations: $P_{N+1}=P_N+2S_N+1$. Multiplying the increment by $(1-\varphi)^2$ gives

$$2\varphi(1-\varphi)(1-\varphi^N)+(1-\varphi)^2=(1-\varphi^2)-2\varphi^{N+1}(1-\varphi).$$

This is exactly the change of $N(1-\varphi^2)-2\varphi(1-\varphi^N)$ when $N$ grows by one. Both sides start from zero at $N=0$, so

$$(1-\varphi)^2P_N=N(1-\varphi^2)-2\varphi(1-\varphi^N).$$

In the proof, `hrec` is the recursion for $P_N$, and `linear_combination` does the algebra.

```lean
/-- The double sum of correlations in a form free of division, for every real `φ`. -/
theorem pairSum_formula (φ : ℝ) (N : ℕ) :
    (1 - φ) ^ 2 * pairSum φ N = N * (1 - φ ^ 2) - 2 * φ * (1 - φ ^ N) := by
  induction N with
  | zero => simp [pairSum]
  | succ N ih =>
    -- a new sample adds one row, one column and one diagonal entry
    have hs : ∑ i ∈ Finset.range N, φ ^ ((i : ℤ) - (N : ℤ)).natAbs
        = ∑ i ∈ Finset.range N, φ ^ ((N : ℤ) - (i : ℤ)).natAbs := by
      refine Finset.sum_congr rfl fun i _ => ?_
      have e : ((i : ℤ) - (N : ℤ)).natAbs = ((N : ℤ) - (i : ℤ)).natAbs := by omega
      rw [e]
    have h0 : ((N : ℤ) - (N : ℤ)).natAbs = 0 := by omega
    have hrec : pairSum φ (N + 1) = pairSum φ N
        + 2 * ∑ i ∈ Finset.range N, φ ^ ((N : ℤ) - (i : ℤ)).natAbs + 1 := by
      unfold pairSum
      simp only [Finset.sum_range_succ, Finset.sum_add_distrib]
      rw [hs, h0]
      ring
    rw [hrec, Nat.cast_add, Nat.cast_one]
    linear_combination ih + 2 * (1 - φ) * new_sample_sum φ N
```

## φ ≠ 1 and N ≥ 1: dividing the identity

The condition $\varphi\ne1$ excludes a fluctuation that persists unchanged, and $N\ge1$ says that there is something to average. By hand, both are used when the last identity is divided by $N(1-\varphi)^2$, with $(1-\varphi^2)/(1-\varphi)^2=(1+\varphi)/(1-\varphi)$. In Lean they become `h1` and `hN0`, which permit the same division.

```lean
/-- Closed form of the AR(1) correlation sum per sample, for a run of `N` samples. -/
theorem inefficiency_formula (φ : ℝ) (N : ℕ) (hφ : φ ≠ 1) (hN : 1 ≤ N) :
    inefficiency φ N
      = (1 + φ) / (1 - φ) - 2 * φ * (1 - φ ^ N) / (N * (1 - φ) ^ 2) := by
  have h1 : 1 - φ ≠ 0 := sub_ne_zero.mpr hφ.symm
  have hN0 : (N : ℝ) ≠ 0 := by
    have : N ≠ 0 := by omega
    exact_mod_cast this
  have hD : pairSum φ N
      = (N * (1 - φ ^ 2) - 2 * φ * (1 - φ ^ N)) / (1 - φ) ^ 2 := by
    rw [eq_div_iff (pow_ne_zero 2 h1)]
    linear_combination pairSum_formula φ N
  unfold inefficiency
  rw [hD]
  field_simp
  ring
```

Without $\varphi\neq1$ the closed form loses its meaning, but the sum does not: all $N^2$ terms equal 1 and $g_N=N$. A longer run then brings no gain in precision. The value $g_N=N$ is proved in `inefficiency_one`, further below.

## −1 ≤ φ < 1: the long run

Here correlations do not grow in magnitude with time distance, and a fluctuation that persists unchanged is excluded. Since $|\varphi^N|\le1$, we have $|1-\varphi^N|\le2$, and the correction is at most

$$\frac{4|\varphi|}{N(1-\varphi)^2}\to0.$$

Lean bounds $(1-\varphi^N)/N$ by $2/N$ with `squeeze_zero_norm`, multiplies by the constant prefactor, and inserts the closed form for $N\ge1$.

```lean
/-- For `-1 ≤ φ < 1` the correlation sum per sample tends to the statistical inefficiency `(1 + φ) /
(1 - φ)` as the run grows. -/
theorem inefficiency_tendsto (φ : ℝ) (hl : -1 ≤ φ) (hu : φ < 1) :
    Tendsto (inefficiency φ) atTop (𝓝 ((1 + φ) / (1 - φ))) := by
  -- the finite-length correction is at most a constant over N
  have h : Tendsto (fun n : ℕ => (1 - φ ^ n) / (n : ℝ)) atTop (𝓝 0) := by
    refine squeeze_zero_norm (fun n => ?_) (tendsto_const_div_atTop_nhds_zero_nat (2 : ℝ))
    have hp : |φ ^ n| ≤ 1 := by
      rw [abs_pow]
      exact pow_le_one₀ (abs_nonneg _) (abs_le.mpr ⟨hl, hu.le⟩)
    have hp' := abs_le.mp hp
    have h2 : |1 - φ ^ n| ≤ 2 := abs_le.mpr ⟨by linarith [hp'.2], by linarith [hp'.1]⟩
    rw [Real.norm_eq_abs, abs_div, Nat.abs_cast]
    gcongr
  have h2 := (h.const_mul (2 * φ / (1 - φ) ^ 2)).const_sub ((1 + φ) / (1 - φ))
  rw [mul_zero, sub_zero] at h2
  refine h2.congr' ?_
  filter_upwards [eventually_ge_atTop 1] with N hN
  rw [inefficiency_formula φ N hu.ne hN, div_mul_div_comm, mul_comm ((1 - φ) ^ 2)]
```

The endpoint $\varphi=-1$ is included: successive fluctuations cancel in pairs, and the limit is 0. For $|\varphi|>1$ the term $\varphi^N/N$ is unbounded and there is no finite limit.

## 0 < φ < 1: the sign of the correction

Exponential decay, with $\varphi=e^{-\Delta t/\tau}$, falls in this range. Here $\varphi$, $1-\varphi^N$ and $(1-\varphi)^2$ are all positive, so the subtracted term is positive and $g_N$ lies strictly below its limit. The Lean proof establishes the same signs with `div_pos`. At $\varphi=0$ the inequality becomes an equality, with $g_N=1$.

```lean
/-- For positively correlated samples, `0 < φ < 1`, the correlation sum per sample of a finite run
lies strictly below `(1 + φ) / (1 - φ)`. -/
theorem inefficiency_lt (φ : ℝ) (N : ℕ) (h0 : 0 < φ) (h1 : φ < 1) (hN : 1 ≤ N) :
    inefficiency φ N < (1 + φ) / (1 - φ) := by
  rw [inefficiency_formula φ N h1.ne hN]
  have hp : φ ^ N < 1 := pow_lt_one₀ h0.le h1 (by omega)
  have hN0 : (0 : ℝ) < N := by exact_mod_cast hN
  have : 0 < 2 * φ * (1 - φ ^ N) / (N * (1 - φ) ^ 2) :=
    div_pos (mul_pos (by linarith) (by linarith)) (mul_pos hN0 (pow_pos (by linarith) 2))
  linarith

/-- For perfectly correlated samples, `φ = 1`, the correlation sum per sample equals the number of
samples. -/
theorem inefficiency_one (N : ℕ) : inefficiency 1 N = N := by
  unfold inefficiency pairSum
  simp only [one_pow, Finset.sum_const, Finset.card_range, nsmul_eq_mul, mul_one]
  by_cases h : (N : ℝ) = 0
  · simp [h]
  · field_simp
```

## Recursion, fresh noise and equilibration

The three assumptions in `IsAR1` turn the sum into a statistical error. For $k\ge0$,

$$\langle x_i,x_{i+k+1}\rangle=\varphi\langle x_i,x_{i+k}\rangle+\langle x_i,\xi_{i+k}\rangle=\varphi\langle x_i,x_{i+k}\rangle.$$

The first equality uses `step`, the second `uncorrelated`. Starting from $\langle x_i,x_i\rangle=\sigma^2$, which is `variance`, one finds $\langle x_i,x_{i+k}\rangle=\varphi^k\sigma^2$. Symmetry covers the opposite order. In Lean, `key` is this induction on $k$.

```lean
variable {E : Type*} [NormedAddCommGroup E] [InnerProductSpace ℝ E]

/-- In a stationary AR(1) trajectory the covariance of samples `i` and `j` is
`φ ^ |i - j| * σ ^ 2`. -/
theorem IsAR1.covariance {φ σ : ℝ} {N : ℕ} {x ξ : ℕ → E} (h : IsAR1 φ σ N x ξ)
    {i j : ℕ} (hi : i < N) (hj : j < N) :
    inner ℝ (x i) (x j) = φ ^ ((i : ℤ) - (j : ℤ)).natAbs * σ ^ 2 := by
  -- each time step multiplies the covariance by φ, since the noise drops out
  have key : ∀ i k : ℕ, i + k < N → inner ℝ (x i) (x (i + k)) = φ ^ k * σ ^ 2 := by
    intro i k
    induction k with
    | zero => intro hk; simpa using h.variance i hk
    | succ k ih =>
      intro hk
      show inner ℝ (x i) (x (i + k + 1)) = _
      rw [h.step (i + k) (by omega), inner_add_right, real_inner_smul_right, ih (by omega),
        h.uncorrelated i (i + k) (by omega) (by omega)]
      ring
  rcases le_total i j with hij | hij
  · obtain ⟨k, rfl⟩ := Nat.exists_eq_add_of_le hij
    have e : ((i : ℤ) - ((i + k : ℕ) : ℤ)).natAbs = k := by omega
    rw [e, key i k hj]
  · obtain ⟨k, rfl⟩ := Nat.exists_eq_add_of_le hij
    have e : (((j + k : ℕ) : ℤ) - (j : ℤ)).natAbs = k := by omega
    rw [e, real_inner_comm, key j k hi]
```

Without the recursion there need not be a fixed decay factor. With noise that remembers the past, the term $\langle x_i,\xi_{i+k}\rangle$ stays. Without equilibration, the covariance depends on $i$ as well as on the time distance.

Expanding the squared norm of the mean gives

$$\Big\|\frac1N\sum_{i=0}^{N-1}x_i\Big\|^2=\frac1{N^2}\sum_{i,j=0}^{N-1}\sigma^2\varphi^{|i-j|}=\frac{\sigma^2g_N}{N}.$$

The theorem states this multiplied by $N$, with $g_N$ in closed form, and therefore assumes $\varphi\neq1$ and $N\ge1$. Its step `hD` is the expansion into pairs, and `inefficiency_formula` supplies the closed form.

```lean
/-- Statistical error of a time average: `N` times the variance of the mean of `N` AR(1) samples is
`σ ^ 2` times the closed form of the correlation sum per sample. -/
theorem IsAR1.variance_mean {φ σ : ℝ} {N : ℕ} {x ξ : ℕ → E} (h : IsAR1 φ σ N x ξ)
    (hφ : φ ≠ 1) (hN : 1 ≤ N) :
    N * ‖(1 / (N : ℝ)) • ∑ i ∈ Finset.range N, x i‖ ^ 2
      = σ ^ 2 * ((1 + φ) / (1 - φ) - 2 * φ * (1 - φ ^ N) / (N * (1 - φ) ^ 2)) := by
  have hN0 : (N : ℝ) ≠ 0 := by
    have : N ≠ 0 := by omega
    exact_mod_cast this
  -- the variance of the sum is the sum of all pair covariances
  have hD : inner ℝ (∑ i ∈ Finset.range N, x i) (∑ j ∈ Finset.range N, x j)
      = σ ^ 2 * pairSum φ N := by
    unfold pairSum
    rw [sum_inner, Finset.mul_sum]
    refine Finset.sum_congr rfl fun i hi => ?_
    rw [inner_sum, Finset.mul_sum]
    refine Finset.sum_congr rfl fun j hj => ?_
    rw [h.covariance (Finset.mem_range.mp hi) (Finset.mem_range.mp hj)]
    ring
  rw [← inefficiency_formula φ N hφ hN, ← real_inner_self_eq_norm_sq, real_inner_smul_left,
    real_inner_smul_right, hD]
  unfold inefficiency
  field_simp
```

An analysis script that adopts the AR(1) model can estimate the variance $s^2$ and the correlation $\hat\varphi$ of neighbouring samples from the recorded energy or pressure, evaluate $g_N$ at $\hat\varphi$, and report the error bar $\sqrt{s^2g_N/N}$. The theorem takes $\varphi$ and $\sigma$ as exact, so it covers neither the random and systematic errors of these estimates nor an observable with several relaxation times.

## Three samples with φ = 3/5

For $N=3$ and $\sigma=1$, direct counting gives

$$P_3=3+4\varphi+2\varphi^2=3+2.4+0.72=6.12,\qquad g_3=2.04.$$

The closed form gives $4-1.2\cdot0.784/0.48=4-1.96=2.04$. The variance of the mean is $0.68$, compared with $1/3$ for uncorrelated samples.

The vectors below realise this trajectory. Their sum is $(1.96,\,1.28,\,0.8)$, with squared length $6.12$.

```lean
/-- Three successive samples of unit variance, as vectors in Euclidean space. -/
def sampleX : ℕ → EuclideanSpace ℝ (Fin 3)
  | 0 => !₂[1, 0, 0]
  | 1 => !₂[3 / 5, 4 / 5, 0]
  | _ => !₂[9 / 25, 12 / 25, 4 / 5]

/-- The noise that drives the samples `sampleX`. -/
def sampleNoise : ℕ → EuclideanSpace ℝ (Fin 3)
  | 0 => !₂[0, 4 / 5, 0]
  | _ => !₂[0, 0, 4 / 5]
```

The last theorem checks the three assumptions coordinate by coordinate, which shows that they are consistent for a nonzero variance.

```lean
/-- The samples `sampleX` with noise `sampleNoise` form a stationary AR(1) trajectory of length
three with `φ = 3 / 5` and unit variance. -/
theorem isAR1_witness : IsAR1 (3 / 5) 1 3 sampleX sampleNoise where
  step := by
    intro n hn
    have hn' : n < 2 := by omega
    interval_cases n <;> ext i <;> fin_cases i <;> simp [sampleX, sampleNoise] <;> norm_num
  uncorrelated := by
    intro i n hi hn
    have hn' : n < 2 := by omega
    interval_cases n <;> interval_cases i <;>
      simp [sampleX, sampleNoise, PiLp.inner_apply, Fin.sum_univ_three]
  variance := by
    intro n hn
    -- expand into coordinates before inserting the numbers
    simp only [PiLp.inner_apply, Fin.sum_univ_three, RCLike.inner_apply, conj_trivial]
    interval_cases n <;> simp [sampleX] <;> norm_num

end

end AR1StatisticalError
```

```lean
#print axioms AR1StatisticalError.inefficiency_formula
-- 'AR1StatisticalError.inefficiency_formula' depends on axioms: [propext, Classical.choice, Quot.sound]
#print axioms AR1StatisticalError.inefficiency_lt
-- 'AR1StatisticalError.inefficiency_lt' depends on axioms: [propext, Classical.choice, Quot.sound]
#print axioms AR1StatisticalError.inefficiency_one
-- 'AR1StatisticalError.inefficiency_one' depends on axioms: [propext, Classical.choice, Quot.sound]
#print axioms AR1StatisticalError.IsAR1.variance_mean
-- 'AR1StatisticalError.IsAR1.variance_mean' depends on axioms: [propext, Classical.choice, Quot.sound]
```
